# Any positive exchange polarizes a mean-field band with energy $c|n|^p$, $p>2$, filled to the band point

A mean-field calculation for a band whose energy per spin grows as $c|n|^p$ with $c>0$ and $p>2$, where $n$ is the deviation of the filling from the band point, should include a run started from a spin-polarized guess when the unpolarized filling lies at that point, even when the exchange constant $I>0$ is very small. In this model, whose only variable is the spin polarization, the unpolarized state is never the energy minimum, although a run started with equal spin densities can remain there by symmetry.

```lean
import Mathlib

open Filter Topology

namespace DivergentDensityOfStatesMagnetism

noncomputable section

/-- Band energy of one spin species whose filling deviates by `n` from the band point. -/
def bandEnergy (c p n : ℝ) : ℝ := c * |n| ^ p

/-- Chemical potential of one spin species: the derivative of its band energy. -/
def chemicalPotential (c p n : ℝ) : ℝ := deriv (bandEnergy c p) n

/-- Density of states: the inverse of the rate at which the chemical potential
changes with filling. -/
def densityOfStates (c p n : ℝ) : ℝ := (deriv (chemicalPotential c p) n)⁻¹

/-- Energy after moving `x` electrons from one spin species to the other, starting with both at the
band point, with exchange gain `I * x ^ 2`. -/
def magneticEnergy (c p I x : ℝ) : ℝ :=
  bandEnergy c p x + bandEnergy c p (-x) - I * x ^ 2

/-- The candidate equilibrium polarization. -/
def moment (c p I : ℝ) : ℝ := (I / (p * c)) ^ (1 / (p - 2))

/-- At positive filling the chemical potential is a power law with exponent `p - 1`. -/
theorem chemicalPotential_eq (c p : ℝ) {n : ℝ} (hn : 0 < n) :
    chemicalPotential c p n = c * (p * n ^ (p - 1)) := by
  have h := (Real.hasDerivAt_rpow_const (p := p) (Or.inl hn.ne')).const_mul c
  refine (h.congr_of_eventuallyEq ?_).deriv
  filter_upwards [Ioi_mem_nhds hn] with y hy
  simp only [bandEnergy, abs_of_pos (Set.mem_Ioi.1 hy)]

/-- At positive filling the density of states is a power law with exponent `2 - p`,
written as an inverse. -/
theorem densityOfStates_eq (c p : ℝ) {n : ℝ} (hn : 0 < n) :
    densityOfStates c p n = (c * p * (p - 1) * n ^ (p - 2))⁻¹ := by
  have h := ((Real.hasDerivAt_rpow_const (p := p - 1)
    (Or.inl hn.ne')).const_mul p).const_mul c
  have hd : deriv (chemicalPotential c p) n = c * (p * ((p - 1) * n ^ (p - 1 - 1))) := by
    refine (h.congr_of_eventuallyEq ?_).deriv
    filter_upwards [Ioi_mem_nhds hn] with y hy
    exact chemicalPotential_eq c p (Set.mem_Ioi.1 hy)
  rw [densityOfStates, hd, show p - 1 - 1 = p - 2 by ring]
  congr 1
  ring

/-- For `p > 2` the density of states diverges as the filling approaches the band
point from above. -/
theorem densityOfStates_diverges {c p : ℝ} (hc : 0 < c) (hp : 2 < p) :
    Tendsto (densityOfStates c p) (𝓝[>] 0) atTop := by
  have hK : 0 < c * p * (p - 1) :=
    mul_pos (mul_pos hc (by linarith)) (by linarith)
  have h0 : Tendsto (fun n : ℝ => n ^ (p - 2)) (𝓝[>] 0) (𝓝 0) := by
    have h : ContinuousAt (fun n : ℝ => n ^ (p - 2)) 0 :=
      Real.continuousAt_rpow_const 0 (p - 2) (Or.inr (by linarith))
    have h' := h.tendsto
    rw [Real.zero_rpow (by linarith : p - 2 ≠ 0)] at h'
    exact h'.mono_left nhdsWithin_le_nhds
  have h1 : Tendsto (fun n : ℝ => c * p * (p - 1) * n ^ (p - 2)) (𝓝[>] 0) (𝓝[>] 0) := by
    refine tendsto_nhdsWithin_iff.2 ⟨by simpa using h0.const_mul (c * p * (p - 1)), ?_⟩
    filter_upwards [self_mem_nhdsWithin] with n hn
    exact mul_pos hK (Real.rpow_pos_of_pos hn _)
  refine (tendsto_inv_nhdsGT_zero.comp h1).congr' ?_
  filter_upwards [self_mem_nhdsWithin] with n hn
  exact (densityOfStates_eq c p hn).symm

/-- The two spin species contribute equally to the band energy. -/
theorem magneticEnergy_eq (c p I x : ℝ) :
    magneticEnergy c p I x = 2 * c * |x| ^ p - I * x ^ 2 := by
  simp only [magneticEnergy, bandEnergy, abs_neg]
  ring

/-- For positive `c` and `I` and `p > 2`, the polarization `m = moment c p I` is positive and
satisfies `p * c * m ^ p = I * m ^ 2`. -/
theorem moment_balance {c p I : ℝ} (hc : 0 < c) (hp : 2 < p) (hI : 0 < I) :
    0 < moment c p I ∧ p * c * moment c p I ^ p = I * moment c p I ^ 2 := by
  have hp0 : 0 < p := by linarith
  have hq : p - 2 ≠ 0 := by linarith
  have hb : 0 < I / (p * c) := by positivity
  have hm : 0 < moment c p I := Real.rpow_pos_of_pos hb _
  have h1 : moment c p I ^ (p - 2) = I / (p * c) := by
    rw [moment, ← Real.rpow_mul hb.le, one_div_mul_cancel hq, Real.rpow_one]
  have h2 : moment c p I ^ p = moment c p I ^ (p - 2) * moment c p I ^ 2 := by
    rw [← Real.rpow_two, ← Real.rpow_add hm, sub_add_cancel]
  refine ⟨hm, ?_⟩
  rw [h2, h1]
  field_simp

/-- The energy at the polarization `moment c p I` in closed form. -/
theorem magneticEnergy_moment {c p I : ℝ} (hc : 0 < c) (hp : 2 < p) (hI : 0 < I) :
    magneticEnergy c p I (moment c p I) = -((1 - 2 / p) * I * moment c p I ^ 2) := by
  obtain ⟨hm, hbal⟩ := moment_balance hc hp hI
  have hp0 : p ≠ 0 := by linarith
  have h : c * moment c p I ^ p = I * moment c p I ^ 2 / p := by
    rw [eq_div_iff hp0]
    linarith
  rw [magneticEnergy_eq, abs_of_pos hm]
  linear_combination 2 * h

/-- Every polarization whose magnitude differs from `moment c p I` costs strictly
more energy. -/
theorem magneticEnergy_lt {c p I x : ℝ} (hc : 0 < c) (hp : 2 < p) (hI : 0 < I)
    (hx : |x| ≠ moment c p I) :
    magneticEnergy c p I (moment c p I) < magneticEnergy c p I x := by
  obtain ⟨hm, hbal⟩ := moment_balance hc hp hI
  -- measure the polarization in units of the moment
  obtain ⟨t, ht, hxt⟩ : ∃ t : ℝ, 0 ≤ t ∧ |x| = t * moment c p I :=
    ⟨|x| / moment c p I, div_nonneg (abs_nonneg x) hm.le,
      (div_mul_cancel₀ _ hm.ne').symm⟩
  have ht1 : t ^ 2 - 1 ≠ 0 := by
    intro h
    have h1 : t = 1 := by nlinarith
    exact hx (by rw [hxt, h1, one_mul])
  -- strict Bernoulli inequality for the square of the reduced polarization
  have hB : 1 + p / 2 * (t ^ 2 - 1) < t ^ p := by
    have h := one_add_mul_self_lt_rpow_one_add
      (by nlinarith [sq_nonneg t] : -1 ≤ t ^ 2 - 1) ht1 (by linarith : 1 < p / 2)
    have e : (1 + (t ^ 2 - 1)) ^ (p / 2) = t ^ p := by
      rw [show 1 + (t ^ 2 - 1) = t ^ (2 : ℝ) by rw [Real.rpow_two]; ring,
        ← Real.rpow_mul ht, show 2 * (p / 2) = p by ring]
    rwa [e] at h
  have hK : 0 < c * moment c p I ^ p := mul_pos hc (Real.rpow_pos_of_pos hm _)
  have h1 := mul_pos hK (sub_pos.2 hB)
  have h2 : p * c * moment c p I ^ p * t ^ 2 = I * moment c p I ^ 2 * t ^ 2 := by
    rw [hbal]
  rw [magneticEnergy_eq, magneticEnergy_eq, abs_of_pos hm, ← sq_abs x, hxt,
    Real.mul_rpow ht hm.le]
  linarith

/-- Magnetism at arbitrarily weak exchange: for every `I > 0` the energy has a negative
minimum, attained exactly at the polarizations of magnitude `moment c p I > 0`. -/
theorem magnetism_at_weak_exchange {c p I : ℝ} (hc : 0 < c) (hp : 2 < p) (hI : 0 < I) :
    0 < moment c p I ∧ magneticEnergy c p I (moment c p I) < 0 ∧
      ∀ x, magneticEnergy c p I (moment c p I) ≤ magneticEnergy c p I x ∧
        (magneticEnergy c p I x = magneticEnergy c p I (moment c p I) ↔
          |x| = moment c p I) := by
  have hm := (moment_balance hc hp hI).1
  refine ⟨hm, ?_, fun x => ?_⟩
  · have h : 0 < 1 - 2 / p := sub_pos.2 ((div_lt_one (by linarith)).2 hp)
    rw [magneticEnergy_moment hc hp hI]
    exact neg_lt_zero.2 (mul_pos (mul_pos h hI) (pow_pos hm 2))
  · by_cases hx : |x| = moment c p I
    · have e : magneticEnergy c p I x = magneticEnergy c p I (moment c p I) := by
        rw [magneticEnergy_eq, magneticEnergy_eq, abs_of_pos hm, ← sq_abs x, hx]
      exact ⟨e.ge, fun _ => hx, fun _ => e⟩
    · have h := magneticEnergy_lt hc hp hI hx
      exact ⟨h.le, fun e => absurd e h.ne', fun e => absurd e hx⟩

/-- For the quadratic band energy `p = 2`, some polarization has negative energy
if and only if the exchange exceeds the threshold `2 * c`. -/
theorem quadratic_band_threshold (c I : ℝ) :
    (∃ x, magneticEnergy c 2 I x < 0) ↔ 2 * c < I := by
  have key : ∀ x, magneticEnergy c 2 I x = (2 * c - I) * x ^ 2 := by
    intro x
    rw [magneticEnergy_eq, Real.rpow_two, sq_abs]
    ring
  constructor
  · rintro ⟨x, hx⟩
    rw [key] at hx
    by_contra h
    have h' : 0 ≤ 2 * c - I := by linarith
    exact absurd hx (not_lt_of_ge (mul_nonneg h' (sq_nonneg x)))
  · intro h
    refine ⟨1, ?_⟩
    rw [key]
    linarith

end

end DivergentDensityOfStatesMagnetism
```

```lean
#print axioms DivergentDensityOfStatesMagnetism.densityOfStates_diverges
-- 'DivergentDensityOfStatesMagnetism.densityOfStates_diverges' depends on axioms: [propext, Classical.choice, Quot.sound]
#print axioms DivergentDensityOfStatesMagnetism.magnetism_at_weak_exchange
-- 'DivergentDensityOfStatesMagnetism.magnetism_at_weak_exchange' depends on axioms: [propext, Classical.choice, Quot.sound]
#print axioms DivergentDensityOfStatesMagnetism.quadratic_band_threshold
-- 'DivergentDensityOfStatesMagnetism.quadratic_band_threshold' depends on axioms: [propext, Classical.choice, Quot.sound]
```

## A negative minimum at two opposite polarizations

Start with both spin species at the band point and move $x$ electrons from one to the other. One filling then deviates by $x$ and the other by $-x$, so the total number of electrons is unchanged. The energy relative to the unpolarized state is

$$E(x)=c|x|^p+c|-x|^p-Ix^2=2c|x|^p-Ix^2 .$$

This is `magneticEnergy c p I x`, and `magneticEnergy_eq` gives the second form. The candidate polarization is `moment c p I`, written here as

$$m=\left(\frac{I}{pc}\right)^{1/(p-2)} .$$

The main theorem, `magnetism_at_weak_exchange`, assumes $c>0$, $p>2$ and $I>0$, and states three things:

- $m>0$;
- $E(m)<0$;
- for every real $x$, $E(m)\le E(x)$, with equality exactly when $|x|=m$.

The minimizers on the whole real line are therefore $m$ and $-m$, which differ only in which spin species is in the majority. On $x\ge 0$ the minimizer is unique. Since $I$ is only required to be positive, there is no threshold for the exchange. The separate theorem `magneticEnergy_moment` gives the depth of the minimum:

$$E(m)=-\left(1-\frac2p\right)Im^2 .$$

For comparison, `quadratic_band_threshold` treats $p=2$. There, some polarization has negative energy if and only if $I>2c$.

## Band energy, density of states and exchange

The function `bandEnergy c p n` is $c|n|^p$, where the exponent $p$ is a real number. It describes the cost of adding or removing electrons near a special point of the band, with the same coefficient $c$ on both sides. A term linear in $n$ would cancel between the two spin species, because their deviations are opposite, so leaving it out does not affect $E(x)$.

The chemical potential is the derivative of the band energy with respect to filling. If it rises by $d\mu$, the number of states filled is $dn=D\,d\mu$, where $D$ is the density of states per spin. Hence $D=(d\mu/dn)^{-1}$, which is the definition of `densityOfStates`. For $n>0$,

$$\mu(n)=cp\,n^{p-1},\qquad \frac{d\mu}{dn}=cp(p-1)\,n^{p-2},\qquad D(n)=\frac{1}{cp(p-1)\,n^{p-2}} .$$

When $c>0$ and $p>2$, the power $n^{p-2}$ tends to zero through positive values as $n\to0^+$, and $D(n)$ grows without bound. This is the content of `densityOfStates_diverges`. The theorem treats the limit from positive $n$. The limit leaves out the band point itself, where Lean assigns the value $0$ to the inverse of zero.

The term $-Ix^2$ is the mean-field exchange gain. It can be read as the effect of an on-site repulsion $I\,n_\uparrow n_\downarrow$: if both fillings start at $n_0$, the product becomes $(n_0+x)(n_0-x)=n_0^2-x^2$, which lowers the energy by $Ix^2$. In this convention the difference between the two spin populations is $2x$, so a magnetization defined as that difference equals $2m$ at the minimum.

At $p=2$ the formula for $D$ gives the finite value $1/(2c)$. For $c>0$ the condition $I>2c$ is therefore $ID>1$, the Stoner criterion in these units. The case $p>2$ removes the threshold because, for any fixed positive multiple of $x^2$, the band cost is smaller than it at all sufficiently small $x\ne0$.

The model is a zero-temperature mean-field energy with a single uniform polarization. It does not treat fluctuations or competing kinds of order. Its power law is assumed for all real $x$, whereas a real band has bounded fillings and follows such a law only near the band point. The weak-exchange regime is the natural one for this idealization, since $m$ tends to zero with $I$. A logarithmic divergence of the density of states, as at an ordinary saddle point in two dimensions, does not correspond to any fixed $p>2$ and is not described by this energy.

## The balance condition and the depth of the minimum

For $x>0$, setting the derivative of the energy to zero gives

$$2pc\,x^{p-1}-2Ix=0,\qquad\text{so}\qquad x^{p-2}=\frac{I}{pc}.$$

The positive solution is $m$. Multiplying $m^{p-2}=I/(pc)$ by $pc\,m^2$ yields the balance

$$pc\,m^p=Im^2 .$$

It follows that $c\,m^p=Im^2/p$, and substitution into the energy gives

$$E(m)=2c\,m^p-Im^2=\frac{2}{p}Im^2-Im^2=-\left(1-\frac2p\right)Im^2 .$$

This is negative because $p>2$, $I>0$ and $m>0$.

A stationary point with negative energy still has to be compared with every other polarization. Write $|x|=tm$ with $t\ge0$. The balance turns the energy into

$$E(x)=2c\,m^pt^p-Im^2t^2=c\,m^p\left(2t^p-pt^2\right).$$

At $t=1$ this is $c\,m^p(2-p)$. Subtracting gives

$$E(x)-E(m)=2c\,m^p\left[t^p-1-\frac p2\left(t^2-1\right)\right].$$

The bracket is controlled by the strict Bernoulli inequality: for $r>1$, $s\ge-1$ and $s\ne0$,

$$(1+s)^r>1+rs .$$

Geometrically, the strictly convex function $u^r$ on $u\ge0$ lies above its tangent at $u=1$ everywhere except at the point of contact. Take $r=p/2$ and $s=t^2-1$. Then $(1+s)^r=(t^2)^{p/2}=t^p$, and the bracket is positive whenever $t\ne1$. This includes $t=0$, the unpolarized state, where the bracket equals $p/2-1$. Since $c\,m^p>0$, every polarization with $|x|\ne m$ has strictly higher energy than $m$. If $|x|=m$, the energies agree because $E$ depends only on $|x|$.

For $p=2$ the energy is simply

$$E(x)=(2c-I)x^2 .$$

If $I>2c$, the choice $x=1$ gives a negative value. If $I\le2c$, no choice does.

## How the Lean proof follows the calculation

The two formulas `chemicalPotential_eq` and `densityOfStates_eq` use Mathlib's derivative of a real power. The absolute value in the band energy needs some care: near a positive filling, every nearby filling is also positive, so $|n|$ can be replaced by $n$ before differentiating. The tactic `filter_upwards` supplies this local statement, and `congr_of_eventuallyEq` transfers the derivative. The same argument is used for the second derivative. `densityOfStates_diverges` then shows that the denominator tends to zero from the positive side and composes this with the limit of the inverse.

The lemma `moment_balance` proves both that $m$ is positive and that it satisfies the balance. It first recovers $m^{p-2}=I/(pc)$ from the definition by multiplying exponents, then splits $m^p$ into $m^{p-2}m^2$. Finally, `field_simp` clears the denominator. In `magneticEnergy_moment`, the balance is solved for $c\,m^p$, and `linear_combination 2 * h` carries out the substitution that gives the depth.

The comparison with other polarizations is `magneticEnergy_lt`, which also assumes $c>0$, $p>2$ and $I>0$. It introduces $t=|x|/m$ and shows that $t^2-1\ne0$, since $t=1$ would contradict the assumption $|x|\ne m$. Mathlib's `one_add_mul_self_lt_rpow_one_add` supplies the strict Bernoulli inequality, and the equation `e` rewrites its right-hand side as $t^p$. The proof multiplies the inequality by the positive factor $c\,m^p$ and the balance by $t^2$. With these products available, `linarith` completes the comparison of energies.

The main theorem assembles these results. Negativity comes from the closed form for $E(m)$. For an arbitrary $x$, the proof distinguishes two cases: when $|x|=m$ the energies are equal, and when $|x|\ne m$ the strict inequality rules equality out. Together they give both the minimum and the exact set of minimizers. The proof of `quadratic_band_threshold` uses the factorized energy at $p=2$ and the same choice $x=1$ as above.
